# Radial Coulomb solutions at nuclear charge Z > 0 are unit-charge solutions compressed by Z, with energies multiplied by Z²

Q: I have the reduced radial function of a hydrogen state tabulated on a grid, and I need the one for He⁺. I divide every grid point by 2, multiply every function value by $\sqrt2$ and multiply the energy by 4, without solving the equation again. You say that a Lean file proves this step. What exactly is the claim?

A: Take one electron in the field of a fixed point nucleus, without relativity and in atomic units. Write $u(r)$ for the reduced radial function, which is $r$ times the radial part of the wavefunction, $L$ for the angular momentum and $E$ for the energy. At unit charge the equation on $r>0$ is

$$-\tfrac12 u''(r)+\frac{L(L+1)}{2r^2}\,u(r)-\frac1r\,u(r)=E\,u(r).$$

For $Z>0$, $u$ solves this if and only if $u(Zr)$ solves the equation with $-Z/r$ in place of $-1/r$ and $Z^2E$ in place of $E$. Your factor $\sqrt2$ is $\sqrt Z$, which keeps the norm at one.

Q: Show me the calculation before any code.

A: Start with any potential $V$, any $a>0$ and any constant $c$, and set $w(r)=c\,u(ar)$. The chain rule gives $w'(r)=ca\,u'(ar)$ and $w''(r)=ca^2u''(ar)$. Now write the equation for $u$ at the point $ar$ and multiply it by $ca^2$:

$$-\tfrac12 ca^2u''(ar)+ca^2\frac{L(L+1)}{2(ar)^2}u(ar)+ca^2V(ar)u(ar)=ca^2E\,u(ar).$$

The first term is $-w''(r)/2$. In the second, $a^2/(ar)^2=1/r^2$, so the centrifugal term has its usual form. Hence

$$-\tfrac12w''(r)+\frac{L(L+1)}{2r^2}w(r)+a^2V(ar)\,w(r)=a^2E\,w(r).$$

For $V(r)=-q/r$ the new potential is $a^2\cdot(-q/(ar))=-aq/r$, a Coulomb potential of charge $aq$. Taking $q=1$, $a=Z$ gives one direction. Taking $q=Z$, $a=1/Z$ turns $u(Zr)$ back into $u(r)$ and $Z^2E$ back into $E$, which gives the other.

Q: I accept that. My doubt is whether the formal statement is about the same equation. How is the potential written?

A: As a function of a real variable, with the charge as a parameter.

```lean
import Mathlib

open MeasureTheory Set Filter Topology

namespace CoulombRadialScaling

noncomputable section

/-- The attractive Coulomb potential `-Z/r` of a nucleus of charge `Z`, in atomic units. -/
def coulomb (Z : ℝ) : ℝ → ℝ := fun r => -Z / r
```

Q: And "solves the equation"? A definition could quietly leave out differentiability.

A: This one requires it. The functions `u₁` and `u₂` are the first and second derivatives of `u`, and the equation must hold at every $r>0$. Nothing is asked at $r\le0$.

```lean
/-- `u` is twice differentiable on `r > 0` and solves the reduced radial equation
`-u''/2 + L(L+1)u/(2r²) + V u = E u` there. -/
def SolvesRadial (L : ℝ) (V : ℝ → ℝ) (E : ℝ) (u : ℝ → ℝ) : Prop :=
  ∃ u₁ u₂ : ℝ → ℝ, ∀ r, 0 < r →
    HasDerivAt u (u₁ r) r ∧ HasDerivAt u₁ (u₂ r) r ∧
      -u₂ r / 2 + L * (L + 1) * u r / (2 * r ^ 2) + V r * u r = E * u r
```

The potential `V` is an arbitrary function here, and `L` is any real number. The physical reading is $L=0,1,2,\dots$

Q: Then the zero function is a solution at every energy, and at every negative energy the Coulomb equation also has solutions that blow up at infinity. That is not yet quantum mechanics.

A: Correct, and the scaling holds for those solutions too. Bound states carry two more conditions: $u\to0$ as $r\to0$ from the right, and $\int_0^\infty u^2\,dr=1$. The second excludes the zero function.

```lean
/-- A bound state in the field of charge `Z`: a radial solution that tends to zero as `r → 0⁺` and
is normalised on the half-line. -/
structure IsBoundState (L Z E : ℝ) (u : ℝ → ℝ) : Prop where
  radial : SolvesRadial L (coulomb Z) E u
  origin : Tendsto u (𝓝[>] 0) (𝓝 0)
  normalised : ∫ r in Ioi (0 : ℝ), u r ^ 2 = 1
```

The bound energies at given $L$ and $Z$ are then those $E$ for which such a function exists.

```lean
/-- The set of bound-state energies for angular momentum `L` and nuclear charge `Z`. -/
def boundEnergies (L Z : ℝ) : Set ℝ := {E | ∃ u, IsBoundState L Z E u}
```

This is a set of energies defined through radial functions. The file does not construct a self-adjoint Hamiltonian or identify the set with part of its spectrum.

Q: Now the proof. Where is the chain rule?

A: In the lemma for a general potential. It takes the hypothesis at the point `a * r`, as we did by hand. The composition of `h1` and `h2` with `hs` supplies the two derivatives, `hc` is the statement about the centrifugal term, and `linear_combination` multiplies the original equation by $ca^2$ and adds `hc`.

```lean
/-- For `a > 0`, if `u` solves the radial equation with potential `V` and energy `E`, then `c u(ar)`
solves it with potential `a² V(ar)` and energy `a² E`. -/
theorem scaled_solution {L E a : ℝ} {V u : ℝ → ℝ} (c : ℝ) (ha : 0 < a)
    (h : SolvesRadial L V E u) :
    SolvesRadial L (fun r => a ^ 2 * V (a * r)) (a ^ 2 * E) (fun r => c * u (a * r)) := by
  obtain ⟨u₁, u₂, h⟩ := h
  refine ⟨fun r => c * (a * u₁ (a * r)), fun r => c * (a * (a * u₂ (a * r))), fun r hr => ?_⟩
  obtain ⟨h1, h2, h3⟩ := h (a * r) (mul_pos ha hr)
  have hs : HasDerivAt (fun x : ℝ => a * x) a r :=
    ((hasDerivAt_id' r).const_mul a).congr_deriv (mul_one a)
  -- each derivative brings down one factor of `a`
  refine ⟨((h1.comp r hs).const_mul c).congr_deriv (by ring),
    (((h2.comp r hs).const_mul a).const_mul c).congr_deriv (by ring), ?_⟩
  have ha' : a ≠ 0 := ha.ne'
  have hr' : r ≠ 0 := hr.ne'
  -- the centrifugal term scales like the kinetic energy
  have hc : L * (L + 1) * (c * u (a * r)) / (2 * r ^ 2)
      = c * a ^ 2 * (L * (L + 1) * u (a * r) / (2 * (a * r) ^ 2)) := by
    field_simp
  show -(c * (a * (a * u₂ (a * r)))) / 2 + L * (L + 1) * (c * u (a * r)) / (2 * r ^ 2)
    + a ^ 2 * V (a * r) * (c * u (a * r)) = a ^ 2 * E * (c * u (a * r))
  linear_combination c * a ^ 2 * h3 + hc
```

Q: So far the potential changes to $a^2V(ar)$, which could be anything.

A: For a general shape it need not be a multiple of $V$. For the Coulomb shape it is, and the equality `hV` below records $a^2\cdot(-q/(ar))=-aq/r$.

```lean
/-- Contracting a Coulomb solution by a factor `a > 0` multiplies the nuclear charge by `a` and the
energy by `a²`. -/
theorem coulomb_rescale {L q E a : ℝ} {u : ℝ → ℝ} (c : ℝ) (ha : 0 < a)
    (h : SolvesRadial L (coulomb q) E u) :
    SolvesRadial L (coulomb (a * q)) (a ^ 2 * E) (fun r => c * u (a * r)) := by
  have key := scaled_solution c ha h
  have hV : (fun r => a ^ 2 * coulomb q (a * r)) = coulomb (a * q) := by
    funext r
    have ha' : a ≠ 0 := ha.ne'
    unfold coulomb
    by_cases hr : r = 0
    · simp [hr]
    · field_simp
  rwa [hV] at key
```

Q: And the equivalence you quoted at the start?

A: It follows by using that lemma twice with $c=1$. The forward direction scales by $Z$. The backward direction scales by $Z^{-1}$, and `e1`, `e2` and `e3` say that the charge, the energy and the function return to their original values.

```lean
/-- For `Z > 0`, `u(r)` solves the radial equation with potential `-1/r` and energy `E` if and only
if `u(Zr)` solves it with potential `-Z/r` and energy `Z² E`. -/
theorem coulomb_scaling {L E Z : ℝ} {u : ℝ → ℝ} (hZ : 0 < Z) :
    SolvesRadial L (coulomb 1) E u ↔
      SolvesRadial L (coulomb Z) (Z ^ 2 * E) (fun r => u (Z * r)) := by
  have hZ' : Z ≠ 0 := hZ.ne'
  constructor
  · intro h
    simpa only [one_mul, mul_one] using coulomb_rescale 1 hZ h
  · intro h
    -- undo the contraction by scaling with `1/Z`
    have k : SolvesRadial L (coulomb (Z⁻¹ * Z)) (Z⁻¹ ^ 2 * (Z ^ 2 * E))
        (fun r => 1 * u (Z * (Z⁻¹ * r))) := coulomb_rescale 1 (inv_pos.mpr hZ) h
    have e1 : Z⁻¹ * Z = 1 := inv_mul_cancel₀ hZ'
    have e2 : Z⁻¹ ^ 2 * (Z ^ 2 * E) = E := by field_simp
    have e3 : (fun r => 1 * u (Z * (Z⁻¹ * r))) = u := by
      funext r
      rw [one_mul, mul_inv_cancel_left₀ hZ']
    rwa [e1, e2, e3] at k
```

Q: My grid recipe also has the factor $\sqrt Z$. Where is the norm treated?

A: Together with the radial moments. Substituting $s=Zr$, for $k=0,1,2,\dots$,

$$\int_0^\infty r^k\,\bigl(\sqrt Z\,u(Zr)\bigr)^2dr
=\int_0^\infty \frac{s^k}{Z^k}\,Z\,u(s)^2\,\frac{ds}{Z}
=\frac1{Z^k}\int_0^\infty s^k u(s)^2\,ds.$$

The case $k=0$ preserves the norm. For normalised $u$, the case $k=1$ says that the mean distance from the nucleus is divided by $Z$. The lemma assumes that the moment of $u$ exists and concludes that the scaled one does as well. Since `k` is a natural number, $\langle 1/r\rangle$ is not included.

```lean
/-- If the `k`-th radial moment of `u²` exists, so does that of the scaled function `√Z u(Zr)` for
`Z > 0`, and it equals the original moment divided by `Z^k`. -/
theorem scaled_moment {Z : ℝ} {u : ℝ → ℝ} (k : ℕ) (hZ : 0 < Z)
    (h : IntegrableOn (fun r => r ^ k * u r ^ 2) (Ioi 0)) :
    IntegrableOn (fun r => r ^ k * (√Z * u (Z * r)) ^ 2) (Ioi 0) ∧
      ∫ r in Ioi (0 : ℝ), r ^ k * (√Z * u (Z * r)) ^ 2
        = (∫ r in Ioi (0 : ℝ), r ^ k * u r ^ 2) / Z ^ k := by
  have hZ' : Z ≠ 0 := hZ.ne'
  have e : (fun r : ℝ => r ^ k * (√Z * u (Z * r)) ^ 2)
      = fun r => Z / Z ^ k * ((Z * r) ^ k * u (Z * r) ^ 2) := by
    funext r
    rw [mul_pow (√Z), mul_pow Z r, Real.sq_sqrt hZ.le]
    field_simp
  have hi : IntegrableOn (fun r => (Z * r) ^ k * u (Z * r) ^ 2) (Ioi 0) :=
    (integrableOn_Ioi_comp_mul_left_iff (fun r => r ^ k * u r ^ 2) 0 hZ).2 (by rwa [mul_zero])
  -- substitute `s = Zr`
  have hint : ∫ r in Ioi (0 : ℝ), (Z * r) ^ k * u (Z * r) ^ 2
      = Z⁻¹ * ∫ r in Ioi (0 : ℝ), r ^ k * u r ^ 2 := by
    have := integral_comp_mul_left_Ioi (fun r => r ^ k * u r ^ 2) 0 hZ
    rw [mul_zero, smul_eq_mul] at this
    exact this
  refine ⟨by rw [e]; exact Integrable.const_mul hi _, ?_⟩
  rw [e, integral_const_mul, hint]
  field_simp
```

In the proof, `e` rewrites the integrand in terms of $Zr$, `hi` carries integrability across, and `hint` is the substitution.

Q: Does a bound state stay a bound state, including the condition at the origin?

A: Yes. There are three things to check. The radial equation comes from `coulomb_rescale` with $c=\sqrt a$. For the origin, $ar\to0$ from the right when $r$ does, so $\sqrt a\,u(ar)\to0$. The norm is the moment formula at $k=0$.

```lean
/-- For `a > 0`, if `u` is a bound state for charge `q` and energy `E`, then `√a u(ar)` is a bound
state for charge `aq` and energy `a² E`. -/
theorem bound_state_rescale {L q E a : ℝ} {u : ℝ → ℝ} (ha : 0 < a)
    (h : IsBoundState L q E u) :
    IsBoundState L (a * q) (a ^ 2 * E) (fun r => √a * u (a * r)) := by
  refine ⟨coulomb_rescale _ ha h.radial, ?_, ?_⟩
  · have hc : Continuous (fun r : ℝ => a * r) := by fun_prop
    have hs : Tendsto (fun r : ℝ => a * r) (𝓝[>] 0) (𝓝[>] 0) := by
      refine tendsto_nhdsWithin_iff.2
        ⟨(hc.tendsto' 0 0 (mul_zero a)).mono_left nhdsWithin_le_nhds, ?_⟩
      filter_upwards [self_mem_nhdsWithin] with r hr
      exact mul_pos ha hr
    have t := (h.origin.comp hs).const_mul (√a)
    rw [mul_zero] at t
    exact t
  · -- a norm equal to one forces integrability
    have hi : IntegrableOn (fun r => u r ^ 2) (Ioi 0) := by
      by_contra hn
      have h1 := h.normalised
      rw [integral_undef hn] at h1
      exact zero_ne_one h1
    have m := (scaled_moment 0 ha (u := u) (by simpa only [pow_zero, one_mul] using hi)).2
    simp only [pow_zero, one_mul, div_one] at m
    rw [m, h.normalised]
```

Q: That last step needs $u^2$ to be integrable, and your definition only says that the integral equals one.

A: In Lean the integral of a non-integrable function is zero by convention, so an integral equal to one forces integrability. That is the argument for `hi` in this proof.

Q: Do all the levels for charge $Z$ arise in this way, or could some be missed?

A: All of them do. Suppose $E$ is a bound energy at charge $Z$. Scaling its state by $1/Z$ gives a bound state at unit charge with energy $E/Z^2$, so $E$ is $Z^2$ times a unit-charge energy. Conversely, scaling by $Z$ takes every unit-charge bound energy to one at charge $Z$. The theorem states this as an equality of sets, with the right-hand side written as the image of `boundEnergies L 1` under $E\mapsto Z^2E$.

```lean
/-- The bound-state energies for nuclear charge `Z > 0` are exactly `Z²` times those for unit
charge, at every angular momentum `L`. -/
theorem boundEnergies_scaling {L Z : ℝ} (hZ : 0 < Z) :
    boundEnergies L Z = (fun E => Z ^ 2 * E) '' boundEnergies L 1 := by
  have hZ' : Z ≠ 0 := hZ.ne'
  ext E
  constructor
  · rintro ⟨u, h⟩
    have k := bound_state_rescale (inv_pos.mpr hZ) h
    rw [inv_mul_cancel₀ hZ'] at k
    refine ⟨Z⁻¹ ^ 2 * E, ⟨_, k⟩, ?_⟩
    show Z ^ 2 * (Z⁻¹ ^ 2 * E) = E
    field_simp
  · rintro ⟨E₀, ⟨u, h⟩, rfl⟩
    have k := bound_state_rescale hZ h
    rw [mul_one] at k
    exact ⟨_, k⟩
```

Q: An equality of sets would also be true if both sets were empty.

A: For $L=0$ an explicit state settles that. Take $u(r)=2re^{-r}$. Then $u'(r)=2(1-r)e^{-r}$ and $u''(r)=2(r-2)e^{-r}$, so

$$-\tfrac12u''(r)-\frac1r u(r)=(2-r)e^{-r}-2e^{-r}=-re^{-r}=-\tfrac12u(r).$$

The function tends to zero at the origin, and its norm is

$$\int_0^\infty4r^2e^{-2r}\,dr=4\cdot\frac{\Gamma(3)}{2^3}=4\cdot\frac28=1.$$

The Lean proof has the same five parts: two derivatives, the equation, the limit and the Gamma integral.

```lean
/-- The function `2r exp(-r)` is a bound state for `L = 0` and unit charge with energy `-1/2`. -/
theorem hydrogen_witness : IsBoundState 0 1 (-1 / 2) (fun r => 2 * r * Real.exp (-r)) := by
  refine ⟨⟨fun r => 2 * (1 - r) * Real.exp (-r), fun r => 2 * (r - 2) * Real.exp (-r),
    fun r hr => ⟨?_, ?_, ?_⟩⟩, ?_, ?_⟩
  · have he := (hasDerivAt_neg r).exp
    have h1 : HasDerivAt (fun x : ℝ => 2 * x) 2 r :=
      ((hasDerivAt_id' r).const_mul 2).congr_deriv (by norm_num)
    have hd : 2 * Real.exp (-r) + 2 * r * (Real.exp (-r) * (-1))
        = 2 * (1 - r) * Real.exp (-r) := by ring
    exact (h1.fun_mul he).congr_deriv hd
  · have he := (hasDerivAt_neg r).exp
    have h1 : HasDerivAt (fun x : ℝ => 2 * (1 - x)) (-2) r :=
      (((hasDerivAt_id' r).const_sub 1).const_mul 2).congr_deriv (by norm_num)
    have hd : -2 * Real.exp (-r) + 2 * (1 - r) * (Real.exp (-r) * (-1))
        = 2 * (r - 2) * Real.exp (-r) := by ring
    exact (h1.fun_mul he).congr_deriv hd
  · have hr' : r ≠ 0 := hr.ne'
    have hp : -1 / r * (2 * r * Real.exp (-r)) = -2 * Real.exp (-r) := by field_simp
    show -(2 * (r - 2) * Real.exp (-r)) / 2
      + 0 * (0 + 1) * (2 * r * Real.exp (-r)) / (2 * r ^ 2)
      + -1 / r * (2 * r * Real.exp (-r)) = -1 / 2 * (2 * r * Real.exp (-r))
    rw [hp]
    ring
  · have hc : Continuous (fun r : ℝ => 2 * r * Real.exp (-r)) := by fun_prop
    exact (hc.tendsto' 0 0 (by simp)).mono_left nhdsWithin_le_nhds
  · -- the norm is a Gamma integral
    have g := Real.integral_rpow_mul_exp_neg_mul_Ioi (a := 3) (r := 2) (by norm_num) (by norm_num)
    have hG : Real.Gamma 3 = 2 := by
      rw [show (3 : ℝ) = ((2 : ℕ) : ℝ) + 1 by norm_num, Real.Gamma_nat_eq_factorial]
      norm_num [Nat.factorial]
    have hp : (1 / 2 : ℝ) ^ (3 : ℝ) = 1 / 8 := by
      rw [show (3 : ℝ) = ((3 : ℕ) : ℝ) by norm_num, Real.rpow_natCast]
      norm_num
    have e : (fun r : ℝ => (2 * r * Real.exp (-r)) ^ 2)
        = fun r => 4 * (r ^ ((3 : ℝ) - 1) * Real.exp (-(2 * r))) := by
      funext r
      have h2 : Real.exp (-(2 * r)) = Real.exp (-r) * Real.exp (-r) := by
        rw [← Real.exp_add]
        congr 1
        ring
      rw [show (3 : ℝ) - 1 = ((2 : ℕ) : ℝ) by norm_num, Real.rpow_natCast, h2]
      ring
    rw [e, integral_const_mul, g, hG, hp]
    norm_num
```

Q: So for He⁺ I get $4\cdot(-\tfrac12)=-2$ hartree.

A: Yes. For general $Z>0$, the set equality applied to this state gives the bound energy $-Z^2/2$ at $L=0$.

```lean
/-- For every nuclear charge `Z > 0`, `-Z²/2` is a bound-state energy at `L = 0`. -/
theorem ion_energy {Z : ℝ} (hZ : 0 < Z) : -Z ^ 2 / 2 ∈ boundEnergies 0 Z := by
  rw [boundEnergies_scaling hZ]
  refine ⟨-1 / 2, ⟨_, hydrogen_witness⟩, ?_⟩
  show Z ^ 2 * (-1 / 2) = -Z ^ 2 / 2
  ring

end

end CoulombRadialScaling
```

```lean
#print axioms CoulombRadialScaling.coulomb_rescale
#print axioms CoulombRadialScaling.coulomb_scaling
#print axioms CoulombRadialScaling.ion_energy
```

```
'CoulombRadialScaling.coulomb_rescale' depends on axioms: [propext, Classical.choice, Quot.sound]
'CoulombRadialScaling.coulomb_scaling' depends on axioms: [propext, Classical.choice, Quot.sound]
'CoulombRadialScaling.ion_energy' depends on axioms: [propext, Classical.choice, Quot.sound]
```

Q: Is it also proved that $-Z^2/2$ is the ground-state energy?

A: No. The theorem says that it is a bound energy, not that it is the lowest, and the file does not compute the excited levels. Whatever the unit-charge levels are, though, those at charge $Z$ are $Z^2$ times them.

Q: What can I use this for besides saving one run for He⁺?

A: You can check a radial solver with it. For one non-relativistic electron and a bare point nucleus, runs at charges 1 and $Z$ should give energies of corresponding bound levels in the ratio $Z^2$, up to errors from the grid and the finite box. A deviation that persists when the grid is refined and the box enlarged points to the code. Use the same grid and box for both runs if you want to test them as well: if they are compressed by $Z$ too, a finite-difference solver gives the ratio $Z^2$ however coarse the grid is. The file does not prove the ratio $Z^2$ for systems with a second electron, a nucleus of finite size or relativistic corrections.
